# The partial transpose of a thermal spin-1/2 Heisenberg dimer is positive exactly when $e^{\beta J}\le 3$, at any uniform field along $z$

For two spins 1/2 with isotropic antiferromagnetic exchange, written $J\,\mathbf S_1\cdot\mathbf S_2$ with $J>0$, the temperature below which the thermal state is entangled can be estimated from the fitted coupling $J$ as $J/(k\ln 3)$, where $k$ is Boltzmann's constant. A uniform field along $z$ does not enter this number if both spins have the same $g$-factor.

## The dimer and the question

The Hamiltonian is

$$H = J\,\mathbf S_1\cdot\mathbf S_2 - B\,(S_{1z}+S_{2z}),$$

with $\hbar=1$ and with the $g$-factor and Bohr magneton absorbed into $B$. Positive $J$ is antiferromagnetic; part of the literature writes $-2J$ where $J$ stands here. The thermal state at inverse temperature $\beta$ is $e^{-\beta H}/Z$, with $Z=\operatorname{tr}e^{-\beta H}$.

Transposing the second spin alone turns an unentangled state into another positive operator, so a negative eigenvalue signals entanglement. For two spins 1/2 the converse is the Peres–Horodecki criterion, which is used here to interpret the result and is not part of the proof. Since $Z>0$, the sign question can be settled on $e^{-\beta H}$ itself.

## From the energy levels to the threshold

It costs nothing to allow a separate axial coupling $K$ (often written $J_z$):

$$H = J(S_{1x}S_{2x}+S_{1y}S_{2y}) + K S_{1z}S_{2z} - B(S_{1z}+S_{2z}).$$

Write $u$ and $d$ for up and down. The transverse term only exchanges $ud$ and $du$, with amplitude $J/2$. The eigenvectors and energies are therefore

- $uu$: $K/4-B$
- $(ud+du)/\sqrt2$: $J/2-K/4$
- $(ud-du)/\sqrt2$: $-J/2-K/4$
- $dd$: $K/4+B$

Exponentiating and returning to the product basis gives the diagonal entries

$$a=e^{-\beta(K/4-B)},\qquad b=e^{\beta K/4}\cosh\tfrac{\beta J}{2},\qquad d=e^{-\beta(K/4+B)}$$

for $uu$, for both $ud$ and $du$, and for $dd$. As a number, $d$ is this last entry; in the state labels $ud$, $du$ and $dd$ it still means down. The only off-diagonal element links $ud$ and $du$:

$$w=-e^{\beta K/4}\sinh\tfrac{\beta J}{2}.$$

Partial transposition moves $w$ to the pair $uu$, $dd$. The entries $b>0$ then stand alone, and what remains is the block with diagonal $a,d$ and off-diagonal element $w$. For amplitudes $x,y$ on $uu,dd$,

$$a\left(a|x|^2+2w\,\mathrm{Re}(\bar x y)+d|y|^2\right)=|ax+wy|^2+(ad-w^2)|y|^2 .$$

As $a>0$, the block is positive semidefinite exactly when $w^2\le ad$. The field cancels in $ad=e^{-\beta K/2}$, so the condition is $e^{\beta K/2}\sinh^2(\beta J/2)\le e^{-\beta K/2}$, or

$$\left|\sinh\tfrac{\beta J}{2}\right|\le e^{-\beta K/2}.$$

For $K=J$ put $E=e^{\beta J/2}$. The condition reads $-2/E\le E-1/E\le 2/E$. The left inequality always holds, and the right one is $E^2\le3$, that is, $e^{\beta J}\le 3$.

## Strong field near zero temperature

Let $B>J>0$. The ground state is then the product state $uu$, yet at every temperature $0<T<J/(k\ln3)$ the partial transpose has a negative eigenvalue. There is no conflict: for the normalised state this eigenvalue tends to zero as $T\to0$. The threshold says whether a negative eigenvalue exists, and its size does depend on $B$.

## What the Lean theorems say

`TwoSpin` is the type of complex matrices indexed by pairs, with 0 for up and 1 for down. `xxz J K B` builds the Hamiltonian from Kronecker products of spin matrices, and `xxz J J B` is the Heisenberg dimer. `boltzmann β H` is the matrix exponential $e^{-\beta H}$, without division by $Z$. `partialTranspose` exchanges the second-spin indices, and `PosSemidef` means Hermitian with a nonnegative quadratic form.

`xxz_ppt_iff` is the anisotropic criterion and `heisenberg_ppt_iff` the isotropic one. Both hold for all real parameters, including negative `β`. `heisenberg_ppt_iff_temperature` assumes $T>0$, sets $k=1$ and gives the condition $J/\ln3\le T$; for $J\le0$ it is always met.

Applying the threshold to a material means treating each pair as an isolated dimer in equilibrium, without coupling to its neighbours, and assuming that the Hamiltonian above describes it, with isotropic exchange and the same $g$-factor on both spins.

```lean
import Mathlib

open Matrix
open scoped Kronecker ComplexOrder

namespace ThermalDimerInField

noncomputable section

/-- Operators on one spin 1/2; index 0 is up and index 1 is down. -/
abbrev OneSpin := Matrix (Fin 2) (Fin 2) ℂ

/-- Operators on two spins 1/2. -/
abbrev TwoSpin := Matrix (Fin 2 × Fin 2) (Fin 2 × Fin 2) ℂ

/-- The x component of a spin 1/2, with ħ = 1. -/
def Sx : OneSpin := !![0, 1 / 2; 1 / 2, 0]

/-- The y component of a spin 1/2, with ħ = 1. -/
def Sy : OneSpin := !![0, -Complex.I / 2; Complex.I / 2, 0]

/-- The z component of a spin 1/2, with ħ = 1. -/
def Sz : OneSpin := !![1 / 2, 0; 0, -1 / 2]

/-- The XXZ dimer with transverse coupling `J`, axial coupling `K` and a field `B` along z. -/
def xxz (J K B : ℝ) : TwoSpin :=
  (J : ℂ) • (Sx ⊗ₖ Sx + Sy ⊗ₖ Sy) + (K : ℂ) • (Sz ⊗ₖ Sz)
    - (B : ℂ) • (Sz ⊗ₖ (1 : OneSpin) + (1 : OneSpin) ⊗ₖ Sz)

/-- The unnormalised thermal state `exp (-β H)`. -/
def boltzmann (β : ℝ) (H : TwoSpin) : TwoSpin := NormedSpace.exp (((-β : ℝ) : ℂ) • H)

/-- Transposition of the second spin only. -/
def partialTranspose (M : TwoSpin) : TwoSpin :=
  Matrix.of fun p q => M (p.1, q.2) (q.1, p.2)

/-- A two-spin operator assembled from blocks: the first spin selects the block. -/
def blocks (M : Matrix (Fin 2) (Fin 2) OneSpin) : TwoSpin :=
  Matrix.of fun p q => M p.1 q.1 p.2 q.2

/-- The operator with diagonal entries `a, b, b, d` on uu, ud, du, dd, coherence `c` between
ud and du, and coherence `w` between uu and dd. -/
def xMatrix (a b d c w : ℝ) : TwoSpin :=
  blocks !![!![(a : ℂ), 0; 0, (b : ℂ)], !![0, (w : ℂ); (c : ℂ), 0];
    !![0, (c : ℂ); (w : ℂ), 0], !![(b : ℂ), 0; 0, (d : ℂ)]]

/-- The change of basis to uu, ud + du, ud - du, dd, with the two middle vectors scaled by `r`. -/
def singletTriplet (r : ℂ) : TwoSpin :=
  blocks !![!![1, 0; 0, r], !![0, 0; r, 0]; !![0, r; 0, 0], !![-r, 0; 0, 1]]

/-- A list of four real levels, indexed like the two-spin basis. -/
def levels (p q r s : ℝ) : Fin 2 × Fin 2 → ℂ := fun i => ((!![p, q; r, s] i.1 i.2 : ℝ) : ℂ)

/-- The XXZ Hamiltonian in the product basis: the field enters only the energies of uu and dd. -/
theorem xxz_eq (J K B : ℝ) : xxz J K B = xMatrix (K / 4 - B)
    ((J / 2 - K / 4 + (-J / 2 - K / 4)) / 2) (K / 4 + B)
    ((J / 2 - K / 4 - (-J / 2 - K / 4)) / 2) 0 := by
  -- the transverse exchange flips ud and du into each other
  have flip : Sx ⊗ₖ Sx + Sy ⊗ₖ Sy = xMatrix 0 0 0 (1 / 2) 0 := by
    ext ⟨i, j⟩ ⟨k, l⟩
    fin_cases i <;> fin_cases j <;> fin_cases k <;> fin_cases l <;>
      apply Complex.ext <;> norm_num [Sx, Sy, xMatrix, blocks]
  rw [xxz, flip, show (J / 2 - K / 4 + (-J / 2 - K / 4)) / 2 = -K / 4 by ring,
    show (J / 2 - K / 4 - (-J / 2 - K / 4)) / 2 = J / 2 by ring]
  ext ⟨i, j⟩ ⟨k, l⟩
  fin_cases i <;> fin_cases j <;> fin_cases k <;> fin_cases l <;>
    simp [Sz, xMatrix, blocks] <;> ring

/-- The unnormalised thermal state `exp (-β H)` of a dimer with energies `p, q, r, s` on uu, ud +
du, ud - du, dd. -/
theorem boltzmann_xMatrix (β p q r s : ℝ) :
    boltzmann β (xMatrix p ((q + r) / 2) s ((q - r) / 2) 0) = xMatrix (Real.exp (-β * p))
      ((Real.exp (-β * q) + Real.exp (-β * r)) / 2) (Real.exp (-β * s))
      ((Real.exp (-β * q) - Real.exp (-β * r)) / 2) 0 := by
  have hUV : singletTriplet 1 * singletTriplet (1 / 2) = 1 := by
    ext ⟨i, j⟩ ⟨k, l⟩
    fin_cases i <;> fin_cases j <;> fin_cases k <;> fin_cases l <;>
      norm_num [singletTriplet, blocks, Matrix.mul_apply, Fintype.sum_prod_type,
        Fin.sum_univ_two, Matrix.one_apply]
  -- operators diagonal in the singlet-triplet basis
  have conj : ∀ p q r s : ℝ, singletTriplet 1 * Matrix.diagonal (levels p q r s) *
      singletTriplet (1 / 2) = xMatrix p ((q + r) / 2) s ((q - r) / 2) 0 := by
    intro p q r s
    ext ⟨i, j⟩ ⟨k, l⟩
    rw [Matrix.mul_apply]
    simp only [Matrix.mul_diagonal, Fintype.sum_prod_type, Fin.sum_univ_two]
    fin_cases i <;> fin_cases j <;> fin_cases k <;> fin_cases l <;>
      simp [singletTriplet, blocks, xMatrix, levels] <;> ring
  have hpi : ∀ (v : Fin 2 × Fin 2 → ℂ) i, NormedSpace.exp v i = Complex.exp (v i) := by
    intro v i
    rw [Complex.exp_eq_exp_ℂ]
    exact NormedSpace.map_exp (Pi.evalRingHom (fun _ => ℂ) i) (continuous_apply i) v
  have hexp : ∀ p q r s : ℝ, NormedSpace.exp (Matrix.diagonal (levels p q r s)) =
      Matrix.diagonal (levels (Real.exp p) (Real.exp q) (Real.exp r) (Real.exp s)) := by
    intro p q r s
    rw [Matrix.exp_diagonal]
    congr 1
    funext ⟨i, j⟩
    rw [hpi]
    fin_cases i <;> fin_cases j <;> simp [levels]
  have h := Matrix.exp_units_conj
    (⟨singletTriplet 1, singletTriplet (1 / 2), hUV, mul_eq_one_comm.1 hUV⟩ : TwoSpinˣ)
    (Matrix.diagonal (levels (-β * p) (-β * q) (-β * r) (-β * s)))
  change NormedSpace.exp (singletTriplet 1 * _ * singletTriplet (1 / 2)) =
    singletTriplet 1 * _ * singletTriplet (1 / 2) at h
  rw [hexp, conj, conj] at h
  rw [boltzmann, ← h]
  congr 1
  ext ⟨i, j⟩ ⟨k, l⟩
  fin_cases i <;> fin_cases j <;> fin_cases k <;> fin_cases l <;>
    simp [xMatrix, blocks] <;> ring

/-- Partial transposition exchanges the ud-du coherence with the uu-dd coherence. -/
theorem partialTranspose_xMatrix (a b d c w : ℝ) :
    partialTranspose (xMatrix a b d c w) = xMatrix a b d w c := by
  ext ⟨i, j⟩ ⟨k, l⟩
  fin_cases i <;> fin_cases j <;> fin_cases k <;> fin_cases l <;>
    simp [partialTranspose, xMatrix, blocks]

/-- For `a > 0` and `b ≥ 0`, an operator whose only coherence `w` links uu and dd is positive
semidefinite exactly when `w ^ 2 ≤ a * d`. -/
theorem posSemidef_xMatrix_iff {a b : ℝ} (d w : ℝ) (ha : 0 < a) (hb : 0 ≤ b) :
    (xMatrix a b d 0 w).PosSemidef ↔ w ^ 2 ≤ a * d := by
  -- the expectation value in real and imaginary parts
  have form : ∀ x : Fin 2 × Fin 2 → ℂ, star x ⬝ᵥ (xMatrix a b d 0 w *ᵥ x) =
      ((a * ((x (0, 0)).re ^ 2 + (x (0, 0)).im ^ 2)
        + 2 * w * ((x (0, 0)).re * (x (1, 1)).re + (x (0, 0)).im * (x (1, 1)).im)
        + d * ((x (1, 1)).re ^ 2 + (x (1, 1)).im ^ 2)
        + b * ((x (0, 1)).re ^ 2 + (x (0, 1)).im ^ 2 + (x (1, 0)).re ^ 2
          + (x (1, 0)).im ^ 2) : ℝ) : ℂ) := by
    intro x
    simp only [dotProduct, Matrix.mulVec, Fintype.sum_prod_type, Fin.sum_univ_two]
    apply Complex.ext <;>
      simp [xMatrix, blocks, -Complex.ofReal_add, -Complex.ofReal_mul, -Complex.ofReal_pow] <;>
      ring
  rw [Matrix.posSemidef_iff_dotProduct_mulVec]
  constructor
  · rintro ⟨-, h⟩
    -- test with the vector w uu - a dd
    have h1 := h (fun p => !![(w : ℂ), 0; 0, -(a : ℂ)] p.1 p.2)
    rw [form, Complex.zero_le_real] at h1
    simp at h1
    have h2 : 0 ≤ a * (a * d - w ^ 2) := by nlinarith [h1]
    linarith [(mul_nonneg_iff_of_pos_left ha).1 h2]
  · intro h
    refine ⟨?_, fun x => ?_⟩
    · ext ⟨i, j⟩ ⟨k, l⟩
      fin_cases i <;> fin_cases j <;> fin_cases k <;> fin_cases l <;>
        simp [xMatrix, blocks, Matrix.conjTranspose_apply]
    · rw [form, Complex.zero_le_real]
      generalize (x (0, 0)).re = p
      generalize (x (0, 0)).im = q
      generalize (x (1, 1)).re = r
      generalize (x (1, 1)).im = s
      refine add_nonneg ((mul_nonneg_iff_of_pos_left ha).1 ?_) (by positivity)
      -- complete the square
      have h3 : 0 ≤ (a * d - w ^ 2) * (r ^ 2 + s ^ 2) :=
        mul_nonneg (by linarith) (by positivity)
      linarith [sq_nonneg (a * p + w * r), sq_nonneg (a * q + w * s)]

/-- The thermal XXZ dimer has a positive semidefinite partial transpose exactly when
`|sinh (β J / 2)| ≤ exp (-β K / 2)`, whatever the field `B`. -/
theorem xxz_ppt_iff (β J K B : ℝ) :
    (partialTranspose (boltzmann β (xxz J K B))).PosSemidef ↔
      |Real.sinh (β * J / 2)| ≤ Real.exp (-(β * K / 2)) := by
  rw [xxz_eq, boltzmann_xMatrix, partialTranspose_xMatrix,
    posSemidef_xMatrix_iff _ _ (Real.exp_pos _)
      (div_nonneg (add_nonneg (Real.exp_pos _).le (Real.exp_pos _).le) zero_le_two)]
  -- the field cancels in the product of the uu and dd populations
  have had : Real.exp (-β * (K / 4 - B)) * Real.exp (-β * (K / 4 + B)) =
      Real.exp (-(β * K / 2)) := by
    rw [← Real.exp_add]; congr 1; ring
  have hw : (Real.exp (-β * (J / 2 - K / 4)) - Real.exp (-β * (-J / 2 - K / 4))) / 2 =
      -(Real.exp (β * K / 4) * Real.sinh (β * J / 2)) := by
    rw [Real.sinh_eq, show -β * (J / 2 - K / 4) = β * K / 4 + -(β * J / 2) by ring,
      show -β * (-J / 2 - K / 4) = β * K / 4 + β * J / 2 by ring, Real.exp_add, Real.exp_add]
    ring
  have hGF : Real.exp (β * K / 4) ^ 2 * Real.exp (-(β * K / 2)) = 1 := by
    rw [sq, ← Real.exp_add, ← Real.exp_add, Real.exp_eq_one_iff]; ring
  have hF := Real.exp_pos (-(β * K / 2))
  rw [had, hw, neg_sq, mul_pow]
  generalize Real.exp (β * K / 4) = G at *
  generalize Real.exp (-(β * K / 2)) = F at *
  generalize Real.sinh (β * J / 2) = s at *
  have key : |s| ≤ F ↔ s ^ 2 ≤ F ^ 2 := by rw [sq_le_sq, abs_of_pos hF]
  rw [key]
  constructor <;> intro h
  · have h1 : F * (G ^ 2 * s ^ 2) = s ^ 2 := by linear_combination s ^ 2 * hGF
    linarith [mul_le_mul_of_nonneg_left h hF.le]
  · have h1 : G ^ 2 * F ^ 2 = F := by linear_combination F * hGF
    linarith [mul_le_mul_of_nonneg_left h (sq_nonneg G)]

/-- The thermal Heisenberg dimer `J S1·S2 - B (S1z + S2z)`, which is the XXZ dimer with `K = J`,
has a positive semidefinite partial transpose exactly when `exp (β J) ≤ 3`, whatever `B`. -/
theorem heisenberg_ppt_iff (β J B : ℝ) :
    (partialTranspose (boltzmann β (xxz J J B))).PosSemidef ↔ Real.exp (β * J) ≤ 3 := by
  have e1 : Real.exp (β * J) = Real.exp (β * J / 2) * Real.exp (β * J / 2) := by
    rw [← Real.exp_add]; congr 1; ring
  have e2 : Real.exp (β * J / 2) * Real.exp (-(β * J / 2)) = 1 := by
    rw [← Real.exp_add, add_neg_cancel, Real.exp_zero]
  have hE := Real.exp_pos (β * J / 2)
  have hF := Real.exp_pos (-(β * J / 2))
  rw [xxz_ppt_iff, Real.sinh_eq, abs_le, e1]
  generalize Real.exp (β * J / 2) = E at *
  generalize Real.exp (-(β * J / 2)) = F at *
  constructor
  · rintro ⟨-, h⟩
    nlinarith [mul_le_mul_of_nonneg_left h hE.le]
  · intro h
    have h1 := mul_le_mul_of_nonneg_left h hF.le
    have h2 : F * (E * E) = E := by linear_combination E * e2
    constructor <;> linarith

/-- At temperature `T > 0`, with Boltzmann's constant set to 1, the partial transpose for the
Heisenberg dimer is positive semidefinite exactly when `J / log 3 ≤ T`, whatever `B`. -/
theorem heisenberg_ppt_iff_temperature {T : ℝ} (hT : 0 < T) (J B : ℝ) :
    (partialTranspose (boltzmann (1 / T) (xxz J J B))).PosSemidef ↔ J / Real.log 3 ≤ T := by
  have hlog : 0 < Real.log 3 := Real.log_pos (by norm_num)
  have e : 1 / T * J = J / T := by ring
  rw [heisenberg_ppt_iff, e, ← Real.le_log_iff_exp_le (by norm_num : (0 : ℝ) < 3),
    div_le_iff₀ hT, div_le_iff₀ hlog, mul_comm]

end

end ThermalDimerInField
```

```lean
#print axioms ThermalDimerInField.heisenberg_ppt_iff
-- 'ThermalDimerInField.heisenberg_ppt_iff' depends on axioms: [propext, Classical.choice, Quot.sound]
#print axioms ThermalDimerInField.heisenberg_ppt_iff_temperature
-- 'ThermalDimerInField.heisenberg_ppt_iff_temperature' depends on axioms: [propext, Classical.choice, Quot.sound]
```

## The matrix lemmas

`xMatrix a b d c w` collects the matrices that occur: `c` links $ud$ with $du$, and `w` links $uu$ with $dd$. `xxz_eq` puts the Hamiltonian in this form by checking all sixteen entries. It writes the middle entries as half the sum and half the difference of two energies, which is the shape that `boltzmann_xMatrix` expects. `partialTranspose_xMatrix` states that the two coherences change places.

In `posSemidef_xMatrix_iff`, `form` expands the quadratic form into real and imaginary parts. Necessity comes from the test vector $w\,uu-a\,dd$, whose normalised expectation value is $a(ad-w^2)/(a^2+w^2)$. Sufficiency is the completed square above.

In `xxz_ppt_iff`, `had` is the cancellation of the field and `hw` identifies the coherence with the hyperbolic sine. The final theorems are the substitution $K=J$ and a logarithm.

## Exponentiating through a change of basis

The closed form of the exponential rests on Mathlib's `Matrix.exp_units_conj`, which says $e^{UAU^{-1}}=Ue^AU^{-1}$ for an invertible matrix $U$. Invertibility is supplied as data: a unit packages a matrix, its inverse and proofs of both products. Here the matrix is `singletTriplet 1`, whose middle columns are the unnormalised vectors $ud\pm du$, and the inverse is `singletTriplet (1 / 2)`. This choice avoids $\sqrt2$ altogether. `hUV` checks one product, and `mul_eq_one_comm` supplies the other.

With the inverse given explicitly, `conj` can compute both sides as ordinary matrix products, while `hexp` exponentiates the diagonal matrix level by level.
